# Continuously differentiable $S(T,V)$ and $P(T,V)$ on an open rectangle have a common free energy exactly when $\partial S/\partial V=\partial P/\partial T$

Let $T$ be the temperature and $V$ the volume of a system with fixed particle number, and let $S(T,V)$ and $P(T,V)$ be its entropy and pressure. A Helmholtz free energy $F(T,V)$ for this pair satisfies

$$\frac{\partial F}{\partial T}=-S,\qquad \frac{\partial F}{\partial V}=-P .$$

Each partial derivative is taken with the other variable held fixed. Suppose $S$ and $P$ are given separately: does any $F$ produce both?

Take $T$ in an open interval $I$ and $V$ in an open interval $J$, bounded or not, with $S$ and $P$ continuously differentiable on $I\times J$. Then $F$ exists if and only if the Maxwell relation

$$\frac{\partial S}{\partial V}=\frac{\partial P}{\partial T}$$

holds at every state in $I\times J$. Any two such $F$ differ by a constant.

## Separately fitted entropy and pressure

An equation-of-state code may fit $S$ and $P$ separately to finite-temperature electronic-structure or molecular-dynamics data, then integrate them to tabulate $F$. Molecular dynamics gives the pressure as a direct average, whereas the entropy needs a further calculation. For smooth fits on a rectangular $(T,V)$ domain, the Maxwell relation decides whether one table of $F$ can reproduce both fits. It also ensures that the two rectangular integration routes between two states give the same free energy difference.

## Integrating along isochores and isotherms

**Differentiation under the integral.** Fix $T_0,T\in I$ and $V\in J$. On a compact rectangle containing the temperature segment and a small volume interval around $V$, the continuous function $\partial S/\partial V$ is bounded. By the mean value theorem, the same bound holds for the difference quotients of $S$ in volume, so dominated convergence gives

$$\frac{\partial}{\partial V}\int_{T_0}^{T}S(t,V)\,dt=\int_{T_0}^{T}\frac{\partial S}{\partial V}(t,V)\,dt .$$

**From $F$ to the Maxwell relation.** Suppose $F$ exists. For $T,t\in I$ and $v\in J$, integrating $\partial F/\partial T=-S$ gives

$$F(T,v)-F(t,v)=\int_T^t S(s,v)\,ds .$$

Differentiate in $v$ at $v=V$:

$$P(t,V)-P(T,V)=\int_T^t\frac{\partial S}{\partial V}(s,V)\,ds .$$

Differentiating in $t$ at $t=T$ gives $\partial P/\partial T=\partial S/\partial V$ at $(T,V)$.

**From the Maxwell relation to $F$.** Choose a reference state $(T_0,V_0)$ and set

$$F(T,V)=-\int_{T_0}^{T}S(t,V)\,dt-\int_{V_0}^{V}P(T_0,v)\,dv .$$

The second term does not depend on $T$, so $\partial F/\partial T=-S(T,V)$. For the volume derivative,

$$\begin{aligned}
\frac{\partial F}{\partial V}
&=-\int_{T_0}^{T}\frac{\partial S}{\partial V}(t,V)\,dt-P(T_0,V)\\
&=-\int_{T_0}^{T}\frac{\partial P}{\partial T}(t,V)\,dt-P(T_0,V)\\
&=-[P(T,V)-P(T_0,V)]-P(T_0,V)=-P(T,V).
\end{aligned}$$

**The additive constant.** If $F$ and $G$ are both free energies for $S$ and $P$, then $D=G-F$ has zero partial derivatives. It is constant along the isochore from $(T_0,V)$ to $(T,V)$ and along the isotherm from $(T_0,V_0)$ to $(T_0,V)$. Hence $D(T,V)=D(T_0,V_0)$. Conversely, adding a constant to $F$ changes neither derivative.

**Two routes, one difference.** Under the Maxwell relation,

$$\int_{T_0}^{T}S(t,V_0)\,dt+\int_{V_0}^{V}P(T,v)\,dv
=\int_{V_0}^{V}P(T_0,v)\,dv+\int_{T_0}^{T}S(t,V)\,dt,$$

because both sides equal $F(T_0,V_0)-F(T,V)$.

**A shrinking rectangle.** Without assuming the Maxwell relation, the left side minus the right side is the integral of $\partial P/\partial T-\partial S/\partial V$ over the rectangle, for $T>T_0$ and $V>V_0$. Divided by the area, it tends to the local value of $\partial P/\partial T-\partial S/\partial V$ as the rectangle shrinks to a state. This limit is a supplement to the Lean theorems.

## The same steps in Lean

`partials` extracts the two partial derivatives from joint differentiability by the chain rule, and shows that the volume derivative is continuous. `slices` restricts continuity to isochores and isotherms. `hasDerivAt_primitive` is the fundamental theorem of calculus, and `hasDerivAt_integral` supplies the compact rectangle and the bound `C` for differentiation under the integral. The named arguments `F` and `F'` in that proof are an integrand and its derivative, not free energies.

`freeEnergy_sub` integrates the defining equations. In `maxwell_of_isFreeEnergy`, the statement `key` is the pressure-difference formula; differentiating it in temperature then gives the Maxwell relation. In `isFreeEnergy_pathEnergy`, `h3` is the step that replaces the integral of $\partial S/\partial V$ by a pressure difference. `isFreeEnergy_iff_add_const` follows $D$ along the two legs, and `converse_maxwell` assembles the result. `path_independence` applies `freeEnergy_sub` to the constructed $F$.

```lean
import Mathlib

open Set Filter Topology

namespace ConverseMaxwell

noncomputable section

/-- The temperature derivative of a state function at fixed volume. -/
def partialT (f : ℝ → ℝ → ℝ) (T V : ℝ) : ℝ := deriv (fun t => f t V) T

/-- The volume derivative of a state function at fixed temperature. -/
def partialV (f : ℝ → ℝ → ℝ) (T V : ℝ) : ℝ := deriv (fun v => f T v) V

/-- The state function `f(T,V)` is continuously differentiable on `I × J`. -/
def C1On (f : ℝ → ℝ → ℝ) (I J : Set ℝ) : Prop :=
  ContDiffOn ℝ 1 (fun x : ℝ × ℝ => f x.1 x.2) (I ×ˢ J)

/-- `F` is a free energy for the entropy `S` and the pressure `P` on `I × J`:
`∂F/∂T = -S` and `∂F/∂V = -P` at every state. -/
def IsFreeEnergy (I J : Set ℝ) (S P F : ℝ → ℝ → ℝ) : Prop :=
  ∀ T ∈ I, ∀ V ∈ J, HasDerivAt (fun t => F t V) (-S T V) T ∧
    HasDerivAt (fun v => F T v) (-P T V) V

/-- The function obtained by integrating `-P` along the isotherm `T₀` from `V₀` to `V`,
and then `-S` along the isochore `V` from `T₀` to `T`. -/
def pathEnergy (S P : ℝ → ℝ → ℝ) (T₀ V₀ T V : ℝ) : ℝ :=
  -(∫ t in T₀..T, S t V) - ∫ v in V₀..V, P T₀ v

variable {I J : Set ℝ} {f S P F G : ℝ → ℝ → ℝ} {T₀ T V₀ V : ℝ}

/-- A continuously differentiable state function on an open product domain has both partial
derivatives, and its volume derivative is continuous. -/
theorem partials (hI : IsOpen I) (hJ : IsOpen J) (hf : C1On f I J) :
    (∀ T ∈ I, ∀ V ∈ J, HasDerivAt (fun t => f t V) (partialT f T V) T ∧
      HasDerivAt (fun v => f T v) (partialV f T V) V) ∧
    ContinuousOn (fun x : ℝ × ℝ => partialV f x.1 x.2) (I ×ˢ J) := by
  have hd : ∀ T ∈ I, ∀ V ∈ J,
      DifferentiableAt ℝ (fun x : ℝ × ℝ => f x.1 x.2) (T, V) := fun T hT V hV =>
    (ContDiffOn.differentiableOn hf (by norm_num)).differentiableAt
      ((hI.prod hJ).mem_nhds ⟨hT, hV⟩)
  constructor
  · intro T hT V hV
    have h := (hd T hT V hV).hasFDerivAt
    -- the isochore and the isotherm through the state, as curves in the plane
    have cT : HasDerivAt (fun t : ℝ => (t, V)) ((1 : ℝ), (0 : ℝ)) T :=
      (hasDerivAt_id' T).prodMk (hasDerivAt_const T V)
    have cV : HasDerivAt (fun v : ℝ => (T, v)) ((0 : ℝ), (1 : ℝ)) V :=
      (hasDerivAt_const V T).prodMk (hasDerivAt_id' V)
    have h1 := h.comp_hasDerivAt T cT
    have h2 := h.comp_hasDerivAt V cV
    exact ⟨h1.differentiableAt.hasDerivAt, h2.differentiableAt.hasDerivAt⟩
  · -- the volume derivative is the full derivative in the direction (0, 1)
    have hc : ContinuousOn (fun x => fderiv ℝ (fun x : ℝ × ℝ => f x.1 x.2) x
        ((0 : ℝ), (1 : ℝ))) (I ×ˢ J) :=
      (ContDiffOn.continuousOn_fderiv_of_isOpen hf (hI.prod hJ) le_rfl).clm_apply
        continuousOn_const
    refine hc.congr ?_
    rintro ⟨T, V⟩ ⟨hT, hV⟩
    exact ((hd T hT V hV).hasFDerivAt.comp_hasDerivAt V
      ((hasDerivAt_const V T).prodMk (hasDerivAt_id' V))).deriv

/-- A state function continuous on `I × J` is continuous along isochores and isotherms. -/
theorem slices (hf : ContinuousOn (fun x : ℝ × ℝ => f x.1 x.2) (I ×ˢ J)) :
    (∀ V ∈ J, ContinuousOn (fun t => f t V) I) ∧
      ∀ T ∈ I, ContinuousOn (fun v => f T v) J := by
  constructor
  · intro V hV
    have h : ContinuousOn (fun t : ℝ => (t, V)) I := by fun_prop
    exact hf.comp h (fun t ht => ⟨ht, hV⟩)
  · intro T hT
    have h : ContinuousOn (fun v : ℝ => (T, v)) J := by fun_prop
    exact hf.comp h (fun v hv => ⟨hT, hv⟩)

/-- On an open interval, the integral of a continuous function up to `T` has that function
as its derivative. -/
theorem hasDerivAt_primitive {g : ℝ → ℝ} (hI : IsOpen I) (hIc : I.OrdConnected)
    (hg : ContinuousOn g I) (hT₀ : T₀ ∈ I) (hT : T ∈ I) :
    HasDerivAt (fun t => ∫ s in T₀..t, g s) (g T) T :=
  intervalIntegral.integral_hasDerivAt_right
    (hg.mono (hIc.uIcc_subset hT₀ hT)).intervalIntegrable
    (hg.stronglyMeasurableAtFilter hI T hT) (hg.continuousAt (hI.mem_nhds hT))

/-- For a continuously differentiable state function on a product of an open interval and an
open set, the integral over temperature may be differentiated in the volume under the
integral sign. -/
theorem hasDerivAt_integral (hI : IsOpen I) (hIc : I.OrdConnected) (hJ : IsOpen J)
    (hf : C1On f I J) (hT₀ : T₀ ∈ I) (hT : T ∈ I) (hV : V ∈ J) :
    HasDerivAt (fun v => ∫ t in T₀..T, f t v) (∫ t in T₀..T, partialV f t V) V := by
  obtain ⟨hd, hc⟩ := partials hI hJ hf
  have hsub := hIc.uIcc_subset hT₀ hT
  have hm : ∀ t ∈ uIoc T₀ T, t ∈ uIcc T₀ T := fun t ht => uIoc_subset_uIcc ht
  -- the volume derivative is bounded on a compact rectangle around the isochore segment
  obtain ⟨ε, hε, hball⟩ := Metric.nhds_basis_closedBall.mem_iff.1 (hJ.mem_nhds hV)
  obtain ⟨C, hC⟩ := (isCompact_uIcc.prod
    (isCompact_closedBall V ε)).exists_bound_of_continuousOn (hc.mono (prod_mono hsub hball))
  have hsl : ∀ v ∈ J, IntervalIntegrable (fun t => f t v) MeasureTheory.volume T₀ T :=
    fun v hv => (((slices (f := f) (ContDiffOn.continuousOn hf)).1 v hv).mono
      hsub).intervalIntegrable
  have hsl' : IntervalIntegrable (fun t => partialV f t V) MeasureTheory.volume T₀ T :=
    (((slices (f := partialV f) hc).1 V hV).mono hsub).intervalIntegrable
  refine (intervalIntegral.hasDerivAt_integral_of_dominated_loc_of_deriv_le
    (F := fun v t => f t v) (F' := fun v t => partialV f t v) (bound := fun _ => C)
    (Metric.closedBall_mem_nhds V hε) ?_ (hsl V hV) ?_ ?_ ?_ ?_).2
  · filter_upwards [hJ.mem_nhds hV] with v hv
    exact (intervalIntegrable_iff.1 (hsl v hv)).aestronglyMeasurable
  · exact (intervalIntegrable_iff.1 hsl').aestronglyMeasurable
  · exact Eventually.of_forall fun t ht v hv => hC (t, v) ⟨hm t ht, hv⟩
  · exact continuous_const.intervalIntegrable _ _
  · exact Eventually.of_forall fun t ht v hv => (hd t (hsub (hm t ht)) v (hball hv)).2

/-- Thermodynamic integration: for continuously differentiable `S` and `P` on a product of
intervals, free energy differences are integrals of `-S` along isochores and of `-P` along
isotherms. -/
theorem freeEnergy_sub (hIc : I.OrdConnected) (hJc : J.OrdConnected)
    (hS : C1On S I J) (hP : C1On P I J) (hF : IsFreeEnergy I J S P F)
    (hT₀ : T₀ ∈ I) (hT : T ∈ I) (hV₀ : V₀ ∈ J) (hV : V ∈ J) :
    F T V - F T₀ V = -(∫ t in T₀..T, S t V) ∧
      F T V - F T V₀ = -∫ v in V₀..V, P T v := by
  have hI' := hIc.uIcc_subset hT₀ hT
  have hJ' := hJc.uIcc_subset hV₀ hV
  have cS := ((slices (f := S) (ContDiffOn.continuousOn hS)).1 V hV).mono hI'
  have cP := ((slices (f := P) (ContDiffOn.continuousOn hP)).2 T hT).mono hJ'
  constructor
  · rw [← intervalIntegral.integral_neg]
    exact (intervalIntegral.integral_eq_sub_of_hasDerivAt (f := fun t => F t V)
      (fun t ht => (hF t (hI' ht) V hV).1) cS.neg.intervalIntegrable).symm
  · rw [← intervalIntegral.integral_neg]
    exact (intervalIntegral.integral_eq_sub_of_hasDerivAt (f := fun v => F T v)
      (fun v hv => (hF T hT v (hJ' hv)).2) cP.neg.intervalIntegrable).symm

/-- If continuously differentiable `S` and `P` on a product of open intervals have a free
energy, then the Maxwell relation `∂S/∂V = ∂P/∂T` holds at every state. -/
theorem maxwell_of_isFreeEnergy (hI : IsOpen I) (hIc : I.OrdConnected) (hJ : IsOpen J)
    (hJc : J.OrdConnected) (hS : C1On S I J) (hP : C1On P I J)
    (hF : IsFreeEnergy I J S P F) (hT : T ∈ I) (hV : V ∈ J) :
    partialV S T V = partialT P T V := by
  -- differentiate the integrated entropy with respect to volume
  have key : ∀ t ∈ I, P t V = (∫ s in T..t, partialV S s V) + P T V := by
    intro t ht
    have h1 := hasDerivAt_integral hI hIc hJ hS hT ht hV
    have h2 := (hF T hT V hV).2.fun_sub (hF t ht V hV).2
    have h3 : (fun v => F T v - F t v) =ᶠ[𝓝 V] fun v => ∫ s in T..t, S s v := by
      filter_upwards [hJ.mem_nhds hV] with v hv
      linarith [(freeEnergy_sub hIc hJc hS hP hF hT ht hv hv).1]
    linarith [(h1.congr_of_eventuallyEq h3).unique h2]
  -- then differentiate with respect to temperature
  have h4 := hasDerivAt_primitive hI hIc
    ((slices (f := partialV S) (partials hI hJ hS).2).1 V hV) hT hT
  have h5 : (fun t => P t V) =ᶠ[𝓝 T]
      fun t => (∫ s in T..t, partialV S s V) + P T V := by
    filter_upwards [hI.mem_nhds hT] with t ht
    exact key t ht
  exact ((h4.add_const (P T V)).congr_of_eventuallyEq h5).deriv.symm

/-- If continuously differentiable `S` and `P` on a product of open intervals satisfy the
Maxwell relation, then integration from any reference state gives a free energy. -/
theorem isFreeEnergy_pathEnergy (hI : IsOpen I) (hIc : I.OrdConnected) (hJ : IsOpen J)
    (hJc : J.OrdConnected) (hS : C1On S I J) (hP : C1On P I J)
    (hM : ∀ T ∈ I, ∀ V ∈ J, partialV S T V = partialT P T V)
    (hT₀ : T₀ ∈ I) (hV₀ : V₀ ∈ J) : IsFreeEnergy I J S P (pathEnergy S P T₀ V₀) := by
  intro T hT V hV
  have hsub := hIc.uIcc_subset hT₀ hT
  constructor
  · exact (hasDerivAt_primitive hI hIc
      ((slices (f := S) (ContDiffOn.continuousOn hS)).1 V hV) hT₀ hT).fun_neg.sub_const _
  · have h1 := hasDerivAt_integral hI hIc hJ hS hT₀ hT hV
    have h2 := hasDerivAt_primitive hJ hJc
      ((slices (f := P) (ContDiffOn.continuousOn hP)).2 T₀ hT₀) hV₀ hV
    -- the Maxwell relation turns the integral of ∂S/∂V into a pressure difference
    have h3 : ∫ t in T₀..T, partialV S t V = P T V - P T₀ V :=
      intervalIntegral.integral_eq_sub_of_hasDerivAt (f := fun t => P t V)
        (fun t ht => by
          rw [hM t (hsub ht) V hV]
          exact ((partials hI hJ hP).1 t (hsub ht) V hV).1)
        (((slices (f := partialV S) (partials hI hJ hS).2).1 V hV).mono
          hsub).intervalIntegrable
    exact (h1.fun_neg.fun_sub h2).congr_deriv (by rw [h3]; ring)

/-- On a product of open intervals, the free energies for given `S` and `P` are exactly the
functions that differ from a given one by a constant there. -/
theorem isFreeEnergy_iff_add_const (hI : IsOpen I) (hIc : I.OrdConnected) (hJ : IsOpen J)
    (hJc : J.OrdConnected) (hF : IsFreeEnergy I J S P F) :
    IsFreeEnergy I J S P G ↔ ∃ c : ℝ, ∀ T ∈ I, ∀ V ∈ J, G T V = F T V + c := by
  have key : ∀ (g : ℝ → ℝ) (a b : ℝ), (∀ x ∈ uIcc a b, HasDerivAt g 0 x) → g b = g a := by
    intro g a b h
    have h0 := intervalIntegral.integral_eq_sub_of_hasDerivAt (f' := fun _ => (0 : ℝ)) h
      (continuous_const.intervalIntegrable _ _)
    rw [intervalIntegral.integral_zero] at h0
    linarith
  constructor
  · intro hG
    by_cases h : (I ×ˢ J).Nonempty
    · obtain ⟨⟨T₀, V₀⟩, hT₀, hV₀⟩ := h
      refine ⟨G T₀ V₀ - F T₀ V₀, fun T hT V hV => ?_⟩
      -- the difference is constant along an isochore and along an isotherm
      have h1 : G T V - F T V = G T₀ V - F T₀ V :=
        key (fun t => G t V - F t V) T₀ T fun t ht =>
          ((hG t (hIc.uIcc_subset hT₀ hT ht) V hV).1.fun_sub
            (hF t (hIc.uIcc_subset hT₀ hT ht) V hV).1).congr_deriv (sub_self _)
      have h2 : G T₀ V - F T₀ V = G T₀ V₀ - F T₀ V₀ :=
        key (fun v => G T₀ v - F T₀ v) V₀ V fun v hv =>
          ((hG T₀ hT₀ v (hJc.uIcc_subset hV₀ hV hv)).2.fun_sub
            (hF T₀ hT₀ v (hJc.uIcc_subset hV₀ hV hv)).2).congr_deriv (sub_self _)
      linarith
    · exact ⟨0, fun T hT V hV => (h ⟨(T, V), hT, hV⟩).elim⟩
  · rintro ⟨c, hc⟩ T hT V hV
    constructor
    · refine ((hF T hT V hV).1.add_const c).congr_of_eventuallyEq ?_
      filter_upwards [hI.mem_nhds hT] with t ht
      exact hc t ht V hV
    · refine ((hF T hT V hV).2.add_const c).congr_of_eventuallyEq ?_
      filter_upwards [hJ.mem_nhds hV] with v hv
      exact hc T hT v hv

/-- Converse Maxwell relation: continuously differentiable `S` and `P` on a product of open
intervals have a free energy iff `∂S/∂V = ∂P/∂T` everywhere, and any two free energies differ
by a constant. -/
theorem converse_maxwell (hI : IsOpen I) (hIc : I.OrdConnected) (hJ : IsOpen J)
    (hJc : J.OrdConnected) (hS : C1On S I J) (hP : C1On P I J) :
    ((∃ F, IsFreeEnergy I J S P F) ↔
      ∀ T ∈ I, ∀ V ∈ J, partialV S T V = partialT P T V) ∧
    ∀ F G, IsFreeEnergy I J S P F → IsFreeEnergy I J S P G →
      ∃ c : ℝ, ∀ T ∈ I, ∀ V ∈ J, G T V = F T V + c := by
  refine ⟨⟨?_, fun hM => ?_⟩, fun F G hF hG =>
    (isFreeEnergy_iff_add_const hI hIc hJ hJc hF).1 hG⟩
  · rintro ⟨F, hF⟩ T hT V hV
    exact maxwell_of_isFreeEnergy hI hIc hJ hJc hS hP hF hT hV
  · by_cases h : (I ×ˢ J).Nonempty
    · obtain ⟨⟨T₀, V₀⟩, hT₀, hV₀⟩ := h
      exact ⟨_, isFreeEnergy_pathEnergy hI hIc hJ hJc hS hP hM hT₀ hV₀⟩
    · exact ⟨fun _ _ => 0, fun T hT V hV => (h ⟨(T, V), hT, hV⟩).elim⟩

/-- Path independence: if continuously differentiable `S` and `P` on a product of open
intervals satisfy the Maxwell relation, the integral of `S dT + P dV` between two states is
the same along both rectangular paths. -/
theorem path_independence (hI : IsOpen I) (hIc : I.OrdConnected) (hJ : IsOpen J)
    (hJc : J.OrdConnected) (hS : C1On S I J) (hP : C1On P I J)
    (hM : ∀ T ∈ I, ∀ V ∈ J, partialV S T V = partialT P T V)
    (hT₀ : T₀ ∈ I) (hT : T ∈ I) (hV₀ : V₀ ∈ J) (hV : V ∈ J) :
    (∫ t in T₀..T, S t V₀) + (∫ v in V₀..V, P T v) =
      (∫ v in V₀..V, P T₀ v) + ∫ t in T₀..T, S t V := by
  have hF := isFreeEnergy_pathEnergy hI hIc hJ hJc hS hP hM hT₀ hV₀
  have h1 := freeEnergy_sub hIc hJc hS hP hF hT₀ hT hV₀ hV
  have h2 := (freeEnergy_sub hIc hJc hS hP hF hT₀ hT hV₀ hV₀).1
  have h3 := (freeEnergy_sub hIc hJc hS hP hF hT₀ hT₀ hV₀ hV).2
  linarith [h1.1, h1.2]

end

end ConverseMaxwell
```

```lean
#print axioms ConverseMaxwell.maxwell_of_isFreeEnergy
-- 'ConverseMaxwell.maxwell_of_isFreeEnergy' depends on axioms: [propext, Classical.choice, Quot.sound]
#print axioms ConverseMaxwell.converse_maxwell
-- 'ConverseMaxwell.converse_maxwell' depends on axioms: [propext, Classical.choice, Quot.sound]
#print axioms ConverseMaxwell.path_independence
-- 'ConverseMaxwell.path_independence' depends on axioms: [propext, Classical.choice, Quot.sound]
```

## What a code may conclude about its $S$ and $P$

`converse_maxwell` states the equivalence and the uniqueness up to a constant for real-valued functions of two real variables. The hypotheses `IsOpen` and `OrdConnected` make `I` and `J` open intervals; empty ones are allowed, and the result is then trivial. `C1On` means joint continuous differentiability on the product. `partialT` and `partialV` are derivatives at fixed volume and fixed temperature. `IsFreeEnergy` uses `HasDerivAt`, so $F$ must actually have both derivatives at every state, but second derivatives of $F$ are not assumed. `pathEnergy S P T₀ V₀ T V` takes the reference state first.

The Maxwell relation is required at every state, so for general smooth functions agreement at finitely many grid points does not establish it. The integrals are exact, and quadrature, interpolation and rounding errors need their own estimates. A kink in $S$ or $P$ at the edge of a coexistence region violates the smoothness hypothesis, so the theorem applies only to rectangles that avoid it.

Existence of $F$ does not imply thermodynamic stability: a van der Waals fluid has a free energy even where its pressure rises with volume at fixed temperature. The step from the theorem to a material is the identification of the supplied functions with its equilibrium entropy and pressure. Two fits can satisfy the Maxwell relation and still describe the material badly.
